# The operator moments of an isolated orbital with repulsion U are the powers of ε + Um

Take one orbital that holds a single spin species, with annihilator $c$, creator $d$, level energy $\varepsilon$ and Hamiltonian $H=\varepsilon\,dc$. The relations $c^2=0$ and $cd+dc=1$ give $c(dc)=(1-dc)c=c$ and $(dc)c=0$, so $[c,H]=\varepsilon c$. Each further commutator with $H$ multiplies by $\varepsilon$ again. After $k$ of them we have $\varepsilon^k c$, whose anticommutator with $d$ is $\varepsilon^k$.

A second spin species with occupation $m$ and a repulsion $U$ leave this mechanism intact. The number $\varepsilon$ becomes the operator $\varepsilon+Um$, which can be pulled out of every commutator because it is conserved.

## The orbital and its moments

The symbols $c$, $d$ and $m$ are elements of an arbitrary real algebra $A$, with no Hilbert space and no adjoint assumed.

```lean
import Mathlib

open Matrix

namespace AtomicLimitMoments

noncomputable section

variable {A : Type*} [Ring A] [Algebra ℝ A]
```

With $dc$ and $m$ as the two occupations, the Hamiltonian is
$$H=\varepsilon(dc+m)+U\,dc\,m .$$
There is no hopping and no bath. If a chemical potential is present, $\varepsilon$ is measured from it.

```lean
/-- The Hamiltonian `ε (d c + m) + U d c m` of one orbital, where `d c` and `m` are the
occupations of the two spin species. -/
def hamiltonian (ε U : ℝ) (c d m : A) : A :=
  ε • (d * c + m) + U • (d * c * m)
```

An electron of the first species sees the level $P=\varepsilon+Um$. In Lean the number $\varepsilon$ is written here as a multiple of the unit of $A$.

```lean
/-- The level energy `ε + U m`, shifted by the occupation `m` of the other spin species. -/
def dressedLevel (ε U : ℝ) (m : A) : A := ε • (1 : A) + U • m
```

With $\hbar=1$ the Heisenberg equation reads $i\,\dot c=[c,H]$, so repeated time derivatives produce nested commutators with $H$ on the right: $X_0=X$ and $X_{k+1}=[X_k,H]$.

```lean
/-- The `k`-fold nested commutator `[...[[X, H], H]..., H]`. -/
def nestedComm (H X : A) : ℕ → A
  | 0 => X
  | k + 1 => nestedComm H X k * H - H * nestedComm H X k
```

The operator moment of order $k$ is $M_k=\{X_k,d\}$ with $X_0=c$. Its expectation value is the $k$-th moment of the spectral function.

```lean
/-- The operator moment of order `k`: the anticommutator of `d` with the `k`-fold nested
commutator of `c` with `H`. -/
def operatorMoment (H c d : A) (k : ℕ) : A :=
  nestedComm H c k * d + d * nestedComm H c k
```

The Green's function to be compared with these moments has two poles. For a complex frequency $z$ and an occupation $n$ of the other species,
$$G(z)=\frac{1-n}{z-\varepsilon}+\frac{n}{z-\varepsilon-U}.$$
This form is taken as a definition and not derived from a time-dependent correlation function.

```lean
/-- The two-pole Lehmann form with weight `1 - n` at `ε` and weight `n` at `ε + U`. -/
def atomicGreen (ε U n : ℝ) (z : ℂ) : ℂ :=
  (1 - n) / (z - ε) + n / (z - (ε + U))
```

## One commutator gives the shifted level

As before, $c(dc)=c$ and $(dc)c=0$. Since $m$ commutes with $c$,
$$cH=\varepsilon(c+cm)+U\,cm,\qquad Hc=\varepsilon\,mc,$$
and the difference is $[c,H]=(\varepsilon+Um)c$.

```lean
/-- The commutator of the annihilator with the Hamiltonian is `(ε + U m) c`. -/
theorem comm_hamiltonian (ε U : ℝ) {c d m : A} (hc : c * c = 0)
    (hcd : c * d + d * c = 1) (hmc : Commute m c) :
    c * hamiltonian ε U c d m - hamiltonian ε U c d m * c = dressedLevel ε U m * c := by
  -- `c` absorbs the occupation `d c` on its right
  have h1 : c * (d * c) = c := by
    have h : c * (d * c) = (c * d + d * c) * c - d * (c * c) := by noncomm_ring
    rw [h, hcd, hc, one_mul, mul_zero, sub_zero]
  have h2 : d * c * c = 0 := by rw [mul_assoc, hc, mul_zero]
  have h3 : c * (d * c * m) = c * m := by rw [← mul_assoc c (d * c) m, h1]
  have h4 : d * c * m * c = 0 := by
    rw [mul_assoc (d * c) m c, hmc.eq, ← mul_assoc, h2, zero_mul]
  simp only [hamiltonian, dressedLevel, mul_add, add_mul, mul_smul_comm, smul_mul_assoc,
    one_mul, smul_add, h1, h2, h3, h4, hmc.eq, smul_zero, add_zero, zero_add]
  module
```

The hypotheses `hc`, `hcd` and `hmc` are $c^2=0$, $cd+dc=1$ and $mc=cm$. The auxiliary facts `h1` to `h4` are the products of $c$ with $dc$ and with $dc\,m$, from the left and from the right; `module` then collects the coefficients.

The commutation of $m$ with $c$ matters. Let $m=dc$, the occupation of the same species, in the $2\times2$ matrices of a single fermion level. The other relations still hold, but now $H=(2\varepsilon+U)\,dc$ and $[c,H]=(2\varepsilon+U)c$, whereas $(\varepsilon+Um)c=\varepsilon c$. The two differ unless $\varepsilon+U=0$.

## The shifted level is conserved

If $m$ commutes with both $c$ and $d$, it commutes with $dc$ and hence with every term of $H$. Therefore $[P,H]=0$: the isolated orbital cannot change the occupation of the other species.

```lean
/-- The dressed level energy is conserved: it commutes with the Hamiltonian. -/
theorem dressedLevel_commute (ε U : ℝ) {c d m : A} (hmc : Commute m c)
    (hmd : Commute m d) : Commute (dressedLevel ε U m) (hamiltonian ε U c d m) := by
  have hn : Commute m (d * c) := hmd.mul_right hmc
  have hH : Commute m (hamiltonian ε U c d m) :=
    ((hn.add_right (Commute.refl m)).smul_right ε).add_right
      ((hn.mul_right (Commute.refl m)).smul_right U)
  exact ((Commute.one_left _).smul_left ε).add_left (hH.smul_left U)
```

The proof assembles this from closure rules for `Commute` under products, sums and real multiples.

## Repeated commutators give powers

Suppose $X_k=P^kc$, which is true for $k=0$. Then
$$X_{k+1}=P^kcH-HP^kc=P^k[c,H]=P^{k+1}c .$$
The second equality uses $HP^k=P^kH$ and the third uses the single commutator.

```lean
/-- The `k`-fold nested commutator of the annihilator with `H` is `(ε + U m)^k c`. -/
theorem nestedComm_eq (ε U : ℝ) {c d m : A} (hc : c * c = 0)
    (hcd : c * d + d * c = 1) (hmc : Commute m c) (hmd : Commute m d) (k : ℕ) :
    nestedComm (hamiltonian ε U c d m) c k = dressedLevel ε U m ^ k * c := by
  induction k with
  | zero => simp [nestedComm]
  | succ k ih =>
    have hk := ((dressedLevel_commute ε U hmc hmd).pow_left k).eq
    have h1 := comm_hamiltonian ε U hc hcd hmc
    rw [nestedComm, ih]
    generalize hamiltonian ε U c d m = H at hk h1 ⊢
    generalize dressedLevel ε U m = P at hk h1 ⊢
    -- pull the conserved factor out of the commutator
    calc P ^ k * c * H - H * (P ^ k * c)
        = P ^ k * (c * H) - H * P ^ k * c := by simp only [mul_assoc]
      _ = P ^ k * (c * H - H * c) := by rw [← hk, mul_sub, mul_assoc (P ^ k) H c]
      _ = P ^ (k + 1) * c := by rw [h1, pow_succ, mul_assoc]
```

The induction follows this line. The two `generalize` steps replace $H$ and $P$ by plain letters, which shows that their explicit form is no longer needed: only $[c,H]=Pc$ and the conservation of $P^k$ enter.

Since $P$ also commutes with $d$,
$$M_k=P^kcd+dP^kc=P^k(cd+dc)=P^k .$$

```lean
/-- The operator moment of every order `k` is the `k`-th power of the dressed level energy,
`(ε + U m)^k`. -/
theorem operatorMoment_eq (ε U : ℝ) {c d m : A} (hc : c * c = 0)
    (hcd : c * d + d * c = 1) (hmc : Commute m c) (hmd : Commute m d) (k : ℕ) :
    operatorMoment (hamiltonian ε U c d m) c d k = dressedLevel ε U m ^ k := by
  have hP : Commute (dressedLevel ε U m) d :=
    ((Commute.one_left d).smul_left ε).add_left (hmd.smul_left U)
  have hd := (hP.pow_left k).eq
  rw [operatorMoment, nestedComm_eq ε U hc hcd hmc hmd k]
  generalize dressedLevel ε U m ^ k = Q at hd ⊢
  calc Q * c * d + d * (Q * c) = Q * (c * d) + d * Q * c := by simp only [mul_assoc]
    _ = Q * (c * d + d * c) := by rw [← hd, mul_add, mul_assoc Q d c]
    _ = Q := by rw [hcd, mul_one]
```

This holds for every natural number $k$, with $M_0=1$ as the sum rule for the total spectral weight. Neither $d^2=0$ nor $m^2=m$ has been used. The statement is an operator identity, so it does not depend on the state or the temperature.

## Two levels appear when m is an occupation

A fermionic occupation satisfies $m^2=m$. Then $(1-m)P=\varepsilon(1-m)$ and $mP=(\varepsilon+U)m$, and multiplying by $P$ repeatedly gives
$$P^k=\varepsilon^k(1-m)+(\varepsilon+U)^k m .$$

```lean
/-- For an occupation with `m² = m`, the powers of the dressed level energy split into
`ε^k` on the empty part and `(ε + U)^k` on the occupied part. -/
theorem dressedLevel_pow (ε U : ℝ) {m : A} (hm : m * m = m) (k : ℕ) :
    dressedLevel ε U m ^ k = ε ^ k • (1 - m) + (ε + U) ^ k • m := by
  induction k with
  | zero => simp
  | succ k ih =>
    rw [pow_succ, ih]
    simp only [dressedLevel, add_mul, mul_add, sub_mul, smul_mul_assoc, mul_smul_comm,
      one_mul, mul_one, hm]
    module
```

The new hypothesis is `hm`. The proof is again an induction: it multiplies the split form by one more factor $P$ and simplifies with $m^2=m$.

Now take expectation values with a linear functional $\varphi$ normalised by $\varphi(1)=1$, and write $n=\varphi(m)$. Then
$$\varphi(M_k)=(1-n)\varepsilon^k+n(\varepsilon+U)^k .$$

```lean
/-- In a normalised linear functional `φ`, the moments are those of two levels `ε` and
`ε + U` with weights `1 - φ m` and `φ m`. -/
theorem expectation_moment (ε U : ℝ) {c d m : A} (hc : c * c = 0)
    (hcd : c * d + d * c = 1) (hmc : Commute m c) (hmd : Commute m d) (hm : m * m = m)
    (φ : A →ₗ[ℝ] ℝ) (hφ : φ 1 = 1) (k : ℕ) :
    φ (operatorMoment (hamiltonian ε U c d m) c d k)
      = (1 - φ m) * ε ^ k + φ m * (ε + U) ^ k := by
  rw [operatorMoment_eq ε U hc hcd hmc hmd, dressedLevel_pow ε U hm]
  simp only [map_add, map_smul, map_sub, hφ, smul_eq_mul]
  ring
```

A thermal average over the four states of the orbital is one such $\varphi$. The theorem does not require positivity, so $n$ may be any real number here; for a physical state it lies between 0 and 1, and the weights are then probabilities.

The first moment is $\varepsilon+Un$, the mean-field level. A mean-field description with the same $n$ puts all the weight at this one energy and so misses the width of the spectrum:
$$\varphi(M_2)-\varphi(M_1)^2=(1-n)\varepsilon^2+n(\varepsilon+U)^2-(\varepsilon+Un)^2=U^2n(1-n).$$

```lean
/-- The second moment minus the square of the first is `U² n (1 - n)`, with `n = φ m`. -/
theorem spectral_variance (ε U : ℝ) {c d m : A} (hc : c * c = 0)
    (hcd : c * d + d * c = 1) (hmc : Commute m c) (hmd : Commute m d) (hm : m * m = m)
    (φ : A →ₗ[ℝ] ℝ) (hφ : φ 1 = 1) :
    φ (operatorMoment (hamiltonian ε U c d m) c d 2)
      - φ (operatorMoment (hamiltonian ε U c d m) c d 1) ^ 2
      = U ^ 2 * φ m * (1 - φ m) := by
  rw [expectation_moment ε U hc hcd hmc hmd hm φ hφ,
    expectation_moment ε U hc hcd hmc hmd hm φ hφ]
  ring
```

The proof inserts the moment formula for $k=2$ and $k=1$ and leaves the polynomial identity to `ring`. For this isolated orbital the variance vanishes when $n$ is 0 or 1, where only one level carries weight.

## The moments sum to the two-pole form

For a single pole at $a$ with $|a|<|z|$, the geometric series gives
$$\frac1{z-a}=\frac1z\,\frac1{1-a/z}=\sum_{k=0}^\infty\frac{a^k}{z^{k+1}} .$$

```lean
/-- A single pole at `a` has the expansion `∑ a^k / z^(k+1)` for `‖z‖ > ‖a‖`. -/
theorem pole_hasSum {a z : ℂ} (h : ‖a‖ < ‖z‖) :
    HasSum (fun k : ℕ => a ^ k / z ^ (k + 1)) (1 / (z - a)) := by
  have hpos : 0 < ‖z‖ := lt_of_le_of_lt (norm_nonneg a) h
  have hz : z ≠ 0 := norm_pos_iff.mp hpos
  have hr : ‖a / z‖ < 1 := by
    rw [norm_div]
    exact (div_lt_one hpos).2 h
  have hs := (hasSum_geometric_of_norm_lt_one hr).mul_left z⁻¹
  have hv : z * (1 - a / z) = z - a := by field_simp
  rw [← mul_inv, hv] at hs
  have hf : (fun k : ℕ => a ^ k / z ^ (k + 1)) = fun k : ℕ => z⁻¹ * (a / z) ^ k := by
    funext k
    rw [div_pow, pow_succ, div_eq_mul_inv, div_eq_mul_inv, mul_inv]
    ring
  rw [hf, one_div]
  exact hs
```

`HasSum` says that the series converges and that its sum is the stated value. The strict inequality forces $z\neq0$ and $z\neq a$. For $a=0$ only the $k=0$ term remains, with $0^0=1$.

Apply this at $a=\varepsilon$ and at $a=\varepsilon+U$, multiply by $1-n$ and $n$, and add. If $|z|$ exceeds both $|\varepsilon|$ and $|\varepsilon+U|$, then
$$\sum_{k=0}^\infty\frac{\varphi(M_k)}{z^{k+1}}=\frac{1-n}{z-\varepsilon}+\frac{n}{z-\varepsilon-U}.$$

```lean
/-- If `‖z‖` exceeds both `|ε|` and `|ε + U|`, the series of moments over `z^(k+1)` converges to the
two-pole Lehmann form with `n = φ m`. -/
theorem high_frequency_expansion (ε U : ℝ) {c d m : A} (hc : c * c = 0)
    (hcd : c * d + d * c = 1) (hmc : Commute m c) (hmd : Commute m d) (hm : m * m = m)
    (φ : A →ₗ[ℝ] ℝ) (hφ : φ 1 = 1) {z : ℂ} (h0 : |ε| < ‖z‖) (h1 : |ε + U| < ‖z‖) :
    HasSum (fun k : ℕ =>
        (φ (operatorMoment (hamiltonian ε U c d m) c d k) : ℂ) / z ^ (k + 1))
      (atomicGreen ε U (φ m) z) := by
  have e0 : ‖(ε : ℂ)‖ < ‖z‖ := by rwa [Complex.norm_real, Real.norm_eq_abs]
  have e1 : ‖((ε + U : ℝ) : ℂ)‖ < ‖z‖ := by rwa [Complex.norm_real, Real.norm_eq_abs]
  -- add the two geometric series with their spectral weights
  have hs := ((pole_hasSum e0).mul_left ((1 - φ m : ℝ) : ℂ)).add
    ((pole_hasSum e1).mul_left ((φ m : ℝ) : ℂ))
  have hf : (fun k : ℕ =>
        (φ (operatorMoment (hamiltonian ε U c d m) c d k) : ℂ) / z ^ (k + 1))
      = fun k : ℕ => ((1 - φ m : ℝ) : ℂ) * ((ε : ℂ) ^ k / z ^ (k + 1))
        + ((φ m : ℝ) : ℂ) * (((ε + U : ℝ) : ℂ) ^ k / z ^ (k + 1)) := by
    funext k
    rw [expectation_moment ε U hc hcd hmc hmd hm φ hφ]
    push_cast
    ring
  have hg : atomicGreen ε U (φ m) z
      = ((1 - φ m : ℝ) : ℂ) * (1 / (z - (ε : ℂ)))
        + ((φ m : ℝ) : ℂ) * (1 / (z - ((ε + U : ℝ) : ℂ))) := by
    unfold atomicGreen
    push_cast
    ring
  rw [hf, hg]
  exact hs
```

In the proof, `hs` is the weighted sum of the two series, `hf` identifies its terms with the moments, and `hg` identifies its value with `atomicGreen`.

In Matsubara calculations one sets $z=i\omega$, where $\omega$ runs over a discrete set of real frequencies. The stored frequencies end at a cutoff, and a code can supply the rest from the leading terms
$$G(z)\approx\frac1z+\frac{\varepsilon+Un}{z^2}+\frac{(1-n)\varepsilon^2+n(\varepsilon+U)^2}{z^3}.$$
For the isolated orbital these coefficients are exact and can serve as a test of such a tail routine. At half filling, with $\varepsilon=-U/2$ and $n=1/2$, the $1/z^2$ term vanishes and the $1/z^3$ coefficient is $U^2/4$, in agreement with $G(z)=z/(z^2-U^2/4)$.

## Four states that satisfy the relations

Order the states of the orbital as empty, down, up, doubly occupied. The up annihilator takes up to empty and doubly occupied to down, with the sign of the last state chosen so that both matrix elements are $+1$.

```lean
/-- The annihilator of the first spin species on the four states of the orbital. -/
def cUp : Matrix (Fin 4) (Fin 4) ℝ :=
  !![0, 0, 1, 0; 0, 0, 0, 1; 0, 0, 0, 0; 0, 0, 0, 0]
```

The up creator is the transpose.

```lean
/-- The creator of the first spin species on the four states of the orbital. -/
def dUp : Matrix (Fin 4) (Fin 4) ℝ :=
  !![0, 0, 0, 0; 0, 0, 0, 0; 1, 0, 0, 0; 0, 1, 0, 0]
```

The down occupation is diagonal, with value 1 on the second and fourth states.

```lean
/-- The occupation of the second spin species on the four states of the orbital. -/
def nDown : Matrix (Fin 4) (Fin 4) ℝ :=
  !![0, 0, 0, 0; 0, 1, 0, 0; 0, 0, 0, 0; 0, 0, 0, 1]
```

Multiplying these matrices gives $c^2=0$, $cd+dc=1$, $mc=cm$, $md=dm$ and $m^2=m$. The assumptions made on $c$, $d$ and $m$ are therefore met by the orbital they are meant to describe. Lean compares the matrices entry by entry.

```lean
/-- The explicit matrices `cUp`, `dUp` and `nDown` satisfy all the algebraic relations
assumed of `c`, `d` and `m`. -/
theorem relations_witness :
    cUp * cUp = 0 ∧ cUp * dUp + dUp * cUp = 1 ∧ Commute nDown cUp ∧
      Commute nDown dUp ∧ nDown * nDown = nDown := by
  simp only [commute_iff_eq]
  refine ⟨?_, ?_, ?_, ?_, ?_⟩ <;> ext i j <;> fin_cases i <;> fin_cases j <;>
    simp [cUp, dUp, nDown, Matrix.mul_apply, Fin.sum_univ_four]

end

end AtomicLimitMoments
```

```lean
#print axioms AtomicLimitMoments.operatorMoment_eq
-- 'AtomicLimitMoments.operatorMoment_eq' depends on axioms: [propext, Classical.choice, Quot.sound]
#print axioms AtomicLimitMoments.spectral_variance
-- 'AtomicLimitMoments.spectral_variance' depends on axioms: [propext, Classical.choice, Quot.sound]
#print axioms AtomicLimitMoments.high_frequency_expansion
-- 'AtomicLimitMoments.high_frequency_expansion' depends on axioms: [propext, Classical.choice, Quot.sound]
```
